# An upper bound $E_0 - C/R^6$ from a trial state with dipole-type coupling

The interaction of two systems at separation $R$ is modelled as $V/R^3$, with one fixed operator $V$ for all $R$. This is the distance dependence of the dipole–dipole term; higher multipoles, retardation and electron exchange between the systems are left out. The result is a variational estimate for this abstract coupling, not a theorem about molecules with their full Coulomb interaction.

Let $H_0$ and $V$ be symmetric operators on a complex inner product space, with $H_0\psi=E_0\psi$, $\psi$ and $\varphi$ orthonormal, and $\langle\psi,V\psi\rangle=0$. Write
$$v=\langle\varphi,V\psi\rangle,\quad a=\langle\varphi,H_0\varphi\rangle-E_0,\quad w=\langle\varphi,V\varphi\rangle.$$
If $v\neq0$, there are $C>0$, $R_0>0$ and a complex $t$, all independent of $R$, such that $\psi+t\varphi/R^3$ has mean energy below $E_0-C/R^6$ for every $R>R_0$.

The condition $\langle\psi,V\psi\rangle=0$ says that the mean interaction energy in $\psi$ vanishes, as for a product state of two atoms without permanent dipoles. If $E_0$ is nondegenerate, there is then no first-order shift. The condition $v\ne0$ says that the interaction couples $\psi$ to $\varphi$; the mean energy of $\varphi$ may lie above or below $E_0$.

## The energy by hand

Put $s=1/R^3$ and $x=\psi+ts\varphi$. Orthonormality gives $\|x\|^2=1+|t|^2s^2$. The cross terms of $H_0$ vanish, because $\langle\varphi,H_0\psi\rangle=E_0\langle\varphi,\psi\rangle=0$ and $H_0$ is symmetric. The cross terms of $V$ are complex conjugates of each other, so
$$\langle x,(H_0+sV)x\rangle=E_0+s^2\left(2\,\mathrm{Re}(\bar t v)+|t|^2\langle\varphi,H_0\varphi\rangle+s|t|^2w\right).$$
Subtracting $E_0\|x\|^2$ and dividing by $\|x\|^2$ gives the exact shift
$$\frac{k+m/R^3}{R^6+|t|^2},\qquad k=2\,\mathrm{Re}(\bar t v)+|t|^2a,\quad m=|t|^2w.$$

Suppose $k<-C$. The shift is below $-C/R^6$ exactly when
$$mR^3+C|t|^2<(-C-k)R^6.$$
For $R>1$ the left side is at most $(|m|+|C||t|^2)R^3$, so it suffices that $|m|+|C||t|^2<(-C-k)R^3$. Since $R^3\ge R$, this holds beyond
$$R_0=1+\frac{|m|+|C||t|^2}{-C-k}.$$

Now take $t=-\tau v$ with real $\tau$. Then $k=|v|^2(\tau^2a-2\tau)$. If $\tau>0$ and $\tau a<1$, then $k<-\tau|v|^2$, and $C=\tau|v|^2$ works. The value $\tau=1/(1+|a|)$ meets both conditions for either sign of $a$. If $a>0$, the minimising choice $\tau=1/a$ gives $k=-|v|^2/a$, so every $C<|v|^2/a$ is allowed.

For example, take levels $0$ and $2$ with coupling $1$: $E_0=0$, $a=2$, $v=1$, $w=0$. Then $t=-1/2$ and $k=-1/2$. At $R=2$ the trial energy is $-0.5/64.25\approx-0.0077821$, just above the exact lower eigenvalue $1-\sqrt{1+1/64}\approx-0.0077822$.

## Operators, states and assumptions

The space `F` may have infinite dimension, but `H0` and `V` act on all of it. An unbounded Hamiltonian with a smaller domain is therefore not directly represented.

In Lean 4 with Mathlib:

```lean
import Mathlib

open scoped InnerProductSpace ComplexConjugate

namespace LondonTrialState

noncomputable section

variable {F : Type*} [NormedAddCommGroup F] [InnerProductSpace ℂ F]

/-- The Hamiltonian `H0 + V / R ^ 3` of two systems at separation `R ≠ 0`. -/
def coupled (H0 V : F →ₗ[ℂ] F) (R : ℝ) : F →ₗ[ℂ] F :=
  H0 + ((1 / R ^ 3 : ℝ) : ℂ) • V

/-- The trial state `ψ + t φ / R ^ 3` at separation `R ≠ 0`. -/
def trial (ψ φ : F) (t : ℂ) (R : ℝ) : F :=
  ψ + (t * ((1 / R ^ 3 : ℝ) : ℂ)) • φ
```

The trial vector is not normalised; `meanEnergy` divides by its squared norm.

```lean
/-- The Rayleigh quotient of `A` in the state `x ≠ 0`. -/
def meanEnergy (A : F →ₗ[ℂ] F) (x : F) : ℝ :=
  (⟪x, A x⟫_ℂ).re / ‖x‖ ^ 2
```

`Setting` collects the assumptions except $v\ne0$. It doesn't require $E_0$ to be the lowest energy, so the result describes ground-state attraction only when $\psi$ is a ground state.

```lean
/-- Symmetric `H0` and `V`, an eigenstate `ψ` of `H0` with energy `E0` and no first-order
shift, and a normalised state `φ` orthogonal to `ψ`. -/
structure Setting (H0 V : F →ₗ[ℂ] F) (ψ φ : F) (E0 : ℝ) : Prop where
  symH : H0.IsSymmetric
  symV : V.IsSymmetric
  eig : H0 ψ = (E0 : ℂ) • ψ
  normψ : ‖ψ‖ = 1
  normφ : ‖φ‖ = 1
  orth : ⟪ψ, φ⟫_ℂ = 0
  noFirst : ⟪ψ, V ψ⟫_ℂ = 0
```

The next definition is $k$. Mathlib's inner product is linear in its second argument, which is why $t$ appears conjugated.

```lean
/-- The coefficient of `1 / R ^ 6` in the energy of the trial state with amplitude `t`. -/
def coefficient (H0 V : F →ₗ[ℂ] F) (ψ φ : F) (E0 : ℝ) (t : ℂ) : ℝ :=
  2 * (conj t * ⟪φ, V ψ⟫_ℂ).re + ‖t‖ ^ 2 * ((⟪φ, H0 φ⟫_ℂ).re - E0)
```

## The exact shift

The norm and the unnormalised expectation value come first. In the latter, `h1` to `h4` are matrix elements used above; after expansion into real and imaginary parts, `ring` proves the remaining real identity.

```lean
variable {H0 V : F →ₗ[ℂ] F} {ψ φ : F} {E0 : ℝ}

/-- The squared norm of the trial state is `1 + ‖t‖ ^ 2 / R ^ 6`, written with `1 / R ^ 3`. -/
theorem trial_norm_sq (h : Setting H0 V ψ φ E0) (t : ℂ) (R : ℝ) :
    ‖trial ψ φ t R‖ ^ 2 = 1 + ‖t‖ ^ 2 * (1 / R ^ 3) ^ 2 := by
  rw [trial, norm_add_sq (𝕜 := ℂ), inner_smul_right, h.orth, norm_smul, h.normψ, h.normφ,
    norm_mul, Complex.norm_real, Real.norm_eq_abs, mul_one, mul_pow, sq_abs]
  simp

/-- The expectation value of `H0 + s V` in the unnormalised state `ψ + t s φ`, for real `s`. -/
theorem expectation_trial (h : Setting H0 V ψ φ E0) (t : ℂ) (s : ℝ) :
    (⟪ψ + (t * (s : ℂ)) • φ, (H0 + (s : ℂ) • V) (ψ + (t * (s : ℂ)) • φ)⟫_ℂ).re =
      E0 + s ^ 2 * (2 * (conj t * ⟪φ, V ψ⟫_ℂ).re + ‖t‖ ^ 2 * (⟪φ, H0 φ⟫_ℂ).re
        + s * (‖t‖ ^ 2 * (⟪φ, V φ⟫_ℂ).re)) := by
  -- the matrix elements between the two states
  have h1 : ⟪ψ, H0 ψ⟫_ℂ = (E0 : ℂ) := by
    rw [h.eig, inner_smul_right, inner_self_eq_norm_sq_to_K, h.normψ]
    simp
  have h2 : ⟪φ, H0 ψ⟫_ℂ = 0 := by
    rw [h.eig, inner_smul_right, inner_eq_zero_symm.mp h.orth, mul_zero]
  have h3 : ⟪ψ, H0 φ⟫_ℂ = 0 := by
    rw [← h.symH ψ φ, h.eig, inner_smul_left, h.orth, mul_zero]
  have h4 : ⟪ψ, V φ⟫_ℂ = conj ⟪φ, V ψ⟫_ℂ := by
    rw [← h.symV ψ φ, inner_conj_symm]
  simp only [LinearMap.add_apply, LinearMap.smul_apply, map_add, map_smul, inner_add_left,
    inner_add_right, inner_smul_left, inner_smul_right, h1, h2, h3, h4, h.noFirst]
  simp only [map_mul, Complex.conj_ofReal, Complex.add_re, Complex.add_im, Complex.mul_re,
    Complex.mul_im, Complex.conj_re, Complex.conj_im, Complex.ofReal_re, Complex.ofReal_im,
    Complex.zero_re, Complex.zero_im, Complex.sq_norm, Complex.normSq_apply]
  ring
```

Division by the norm gives the shift.

```lean
/-- The exact energy of the trial state at any separation `R ≠ 0`. -/
theorem meanEnergy_trial (h : Setting H0 V ψ φ E0) (t : ℂ) {R : ℝ} (hR : R ≠ 0) :
    meanEnergy (coupled H0 V R) (trial ψ φ t R) =
      E0 + (coefficient H0 V ψ φ E0 t + ‖t‖ ^ 2 * (⟪φ, V φ⟫_ℂ).re / R ^ 3)
        / (R ^ 6 + ‖t‖ ^ 2) := by
  have hden : R ^ 6 + ‖t‖ ^ 2 ≠ 0 := by positivity
  have key : 1 + ‖t‖ ^ 2 * (1 / R ^ 3) ^ 2 = (R ^ 6 + ‖t‖ ^ 2) / R ^ 6 := by
    field_simp
  rw [meanEnergy, trial_norm_sq h, key, coupled, trial, expectation_trial h, coefficient]
  field_simp
  ring
```

## Large separations and the choice of amplitude

Here `div_lt_div_iff₀` clears the denominators, and `p1` to `p4` are the estimates that `linarith` adds up.

```lean
/-- If the coefficient of `1 / R ^ 6` is below `-C`, the trial energy is below
`E0 - C / R ^ 6` at all large separations. -/
theorem below_of_coefficient (h : Setting H0 V ψ φ E0) {t : ℂ} {C : ℝ}
    (hC : coefficient H0 V ψ φ E0 t < -C) :
    ∃ R0 > 0, ∀ R > R0,
      meanEnergy (coupled H0 V R) (trial ψ φ t R) < E0 - C / R ^ 6 := by
  set k := coefficient H0 V ψ φ E0 t with hk
  set m := ‖t‖ ^ 2 * (⟪φ, V φ⟫_ℂ).re with hm
  have hδ : 0 < -C - k := by linarith
  have hT : 0 ≤ ‖t‖ ^ 2 := by positivity
  have hM : 0 ≤ (|m| + |C| * ‖t‖ ^ 2) / (-C - k) := by positivity
  refine ⟨1 + (|m| + |C| * ‖t‖ ^ 2) / (-C - k), by linarith, fun R hR => ?_⟩
  have hR1 : 1 < R := by linarith
  have hR0 : 0 < R := by linarith
  have hx : R ≤ R ^ 3 := by nlinarith [mul_pos hR0 (sub_pos.mpr hR1)]
  have hbig : |m| + |C| * ‖t‖ ^ 2 < R ^ 3 * (-C - k) :=
    (div_lt_iff₀ hδ).mp (by linarith)
  rw [meanEnergy_trial h t hR0.ne', ← hk, ← hm]
  -- compare the two fractions after clearing denominators
  have hfrac : (k + m / R ^ 3) / (R ^ 6 + ‖t‖ ^ 2) < -C / R ^ 6 := by
    rw [div_lt_div_iff₀ (by positivity) (by positivity)]
    have e : (k + m / R ^ 3) * R ^ 6 = k * (R ^ 3 * R ^ 3) + m * R ^ 3 := by
      field_simp
    have e6 : R ^ 6 = R ^ 3 * R ^ 3 := by ring
    rw [e, e6]
    have p1 := mul_pos (by positivity : 0 < R ^ 3) (sub_pos.mpr hbig)
    have p2 := mul_nonneg (by positivity : 0 ≤ |C| * ‖t‖ ^ 2)
      (by linarith : 0 ≤ R ^ 3 - 1)
    have p3 := mul_nonneg (sub_nonneg.mpr (le_abs_self m)) (by positivity : 0 ≤ R ^ 3)
    have p4 := mul_nonneg (sub_nonneg.mpr (le_abs_self C)) hT
    linarith
  rw [neg_div] at hfrac
  linarith
```

The aligned amplitude $t=-\tau v$ turns $k$ into a quadratic in $\tau$.

```lean
/-- The coefficient of `1 / R ^ 6` for an amplitude `t = -τ ⟨φ, V ψ⟩` with real `τ`. -/
theorem coefficient_aligned (H0 V : F →ₗ[ℂ] F) (ψ φ : F) (E0 τ : ℝ) :
    coefficient H0 V ψ φ E0 (-((τ : ℂ) * ⟪φ, V ψ⟫_ℂ)) =
      ‖⟪φ, V ψ⟫_ℂ‖ ^ 2 * (τ ^ 2 * ((⟪φ, H0 φ⟫_ℂ).re - E0) - 2 * τ) := by
  simp only [coefficient, Complex.sq_norm, Complex.normSq_apply, Complex.mul_re,
    Complex.mul_im, Complex.neg_re, Complex.neg_im, Complex.conj_re, Complex.conj_im,
    Complex.ofReal_re, Complex.ofReal_im]
  ring
```

The main theorem uses $\tau=1/(1+|a|)$.

```lean
/-- If `V` couples `ψ` to `φ`, some trial state `ψ + t φ / R ^ 3` has energy below
`E0 - C / R ^ 6` with a fixed `C > 0` at all large separations. -/
theorem exists_attractive_trial (h : Setting H0 V ψ φ E0) (hv : ⟪φ, V ψ⟫_ℂ ≠ 0) :
    ∃ C > 0, ∃ R0 > 0, ∃ t : ℂ, ∀ R > R0,
      meanEnergy (coupled H0 V R) (trial ψ φ t R) < E0 - C / R ^ 6 := by
  set a := (⟪φ, H0 φ⟫_ℂ).re - E0 with ha
  have hN : 0 < ‖⟪φ, V ψ⟫_ℂ‖ ^ 2 := by positivity
  obtain ⟨τ, hτ, hτa⟩ : ∃ τ : ℝ, 0 < τ ∧ τ * a < 1 := by
    refine ⟨1 / (1 + |a|), by positivity, ?_⟩
    rw [one_div_mul_eq_div, div_lt_one (by positivity)]
    linarith [le_abs_self a]
  -- a small amplitude makes the linear gain beat the quadratic cost
  have hc : coefficient H0 V ψ φ E0 (-((τ : ℂ) * ⟪φ, V ψ⟫_ℂ)) <
      -(‖⟪φ, V ψ⟫_ℂ‖ ^ 2 * τ) := by
    rw [coefficient_aligned, ← ha]
    have p := mul_pos (mul_pos hN hτ) (sub_pos.mpr hτa)
    linarith
  obtain ⟨R0, hR0, hb⟩ := below_of_coefficient h hc
  exact ⟨_, mul_pos hN hτ, R0, hR0, _, hb⟩
```

With a positive mean excitation energy $a$, the choice $\tau=1/a$ allows every $C<|v|^2/a$. If $\varphi$ is an eigenstate of $H_0$, $-|v|^2/a$ is its term in the second-order perturbation sum for $V$.

```lean
/-- If `φ` has mean excitation energy `a > 0` and `C` is below `|⟨φ, V ψ⟩| ^ 2 / a`, the trial state
with amplitude `t = -⟨φ, V ψ⟩ / a` has energy below `E0 - C / R ^ 6` at all large separations. -/
theorem trial_below_of_gap (h : Setting H0 V ψ φ E0) {a C : ℝ}
    (ha : (⟪φ, H0 φ⟫_ℂ).re - E0 = a) (hpos : 0 < a)
    (hC : C < ‖⟪φ, V ψ⟫_ℂ‖ ^ 2 / a) :
    ∃ R0 > 0, ∀ R > R0,
      meanEnergy (coupled H0 V R) (trial ψ φ (-(((1 / a : ℝ) : ℂ) * ⟪φ, V ψ⟫_ℂ)) R)
        < E0 - C / R ^ 6 := by
  apply below_of_coefficient h
  rw [coefficient_aligned, ha]
  have e : (1 / a) ^ 2 * a - 2 * (1 / a) = -(1 / a) := by
    field_simp
    ring
  rw [e, mul_neg, mul_one_div]
  linarith
```

## From trial energy to eigenvalue

In an orthonormal eigenbasis $b_i$ with eigenvalues $\mu_i$, $\langle x,Ax\rangle=\sum_i\mu_i|\langle b_i,x\rangle|^2$. If every $\mu_i\ge\varepsilon$, the mean energy is at least $\varepsilon$; a smaller mean energy thus forces an eigenvalue below $\varepsilon$.

```lean
/-- In finite dimension, a symmetric operator whose mean energy in some state is below `ε`
has an eigenvalue below `ε`. -/
theorem exists_eigenvalue_lt [FiniteDimensional ℂ F] {A : F →ₗ[ℂ] F} (hA : A.IsSymmetric)
    {x : F} (hx : x ≠ 0) {ε : ℝ} (hε : meanEnergy A x < ε) :
    ∃ μ : ℝ, μ < ε ∧ ∃ y : F, y ≠ 0 ∧ A y = (μ : ℂ) • y := by
  obtain ⟨b, μ, heig⟩ : ∃ (b : OrthonormalBasis (Fin (Module.finrank ℂ F)) ℂ F)
      (μ : Fin (Module.finrank ℂ F) → ℝ), ∀ i, A (b i) = (μ i : ℂ) • b i :=
    ⟨hA.eigenvectorBasis rfl, hA.eigenvalues rfl, fun i => hA.apply_eigenvectorBasis rfl i⟩
  by_contra hno
  have hμ : ∀ i, ε ≤ μ i := fun i => by
    by_contra hi
    exact hno ⟨μ i, not_le.mp hi, b i, b.orthonormal.ne_zero i, heig i⟩
  -- the expectation value is a weighted sum of eigenvalues
  have h1 : (⟪x, A x⟫_ℂ).re = ∑ i, μ i * ‖⟪b i, x⟫_ℂ‖ ^ 2 := by
    rw [← b.sum_inner_mul_inner x (A x), Complex.re_sum]
    refine Finset.sum_congr rfl fun i _ => ?_
    rw [← hA (b i) x, heig i, inner_smul_left, ← inner_conj_symm x (b i)]
    simp only [Complex.conj_ofReal, Complex.mul_re, Complex.mul_im, Complex.conj_re,
      Complex.conj_im, Complex.ofReal_re, Complex.ofReal_im, Complex.sq_norm,
      Complex.normSq_apply]
    ring
  have h2 : ε * ‖x‖ ^ 2 ≤ (⟪x, A x⟫_ℂ).re := by
    rw [h1, ← b.sum_sq_norm_inner_right x, Finset.mul_sum]
    exact Finset.sum_le_sum fun i _ => mul_le_mul_of_nonneg_right (hμ i) (by positivity)
  have hn : 0 < ‖x‖ ^ 2 := by positivity
  exact absurd ((div_lt_iff₀ hn).mp hε) (not_lt_of_ge h2)
```

The trial vector is nonzero because its squared norm is at least $1$. For a finite-dimensional model with purely $V/R^3$ coupling, this places the exact ground-state energy below $E_0-C/R^6$ for every $R>R_0$. The bound has the distance dependence of the London dispersion energy; the theorem gives no matching lower bound.

```lean
/-- In finite dimension, if `V` couples `ψ` to `φ`, then `H0 + V / R ^ 3` has an eigenvalue
below `E0 - C / R ^ 6` with a fixed `C > 0` at all large separations. -/
theorem exists_attractive_eigenvalue [FiniteDimensional ℂ F] (h : Setting H0 V ψ φ E0)
    (hv : ⟪φ, V ψ⟫_ℂ ≠ 0) :
    ∃ C > 0, ∃ R0 > 0, ∀ R > R0, ∃ μ : ℝ, μ < E0 - C / R ^ 6 ∧
      ∃ y : F, y ≠ 0 ∧ coupled H0 V R y = (μ : ℂ) • y := by
  obtain ⟨C, hC, R0, hR0, t, ht⟩ := exists_attractive_trial h hv
  refine ⟨C, hC, R0, hR0, fun R hR => exists_eigenvalue_lt ?_ ?_ (ht R hR)⟩
  · intro x y
    simp only [coupled, LinearMap.add_apply, LinearMap.smul_apply, inner_add_left,
      inner_add_right, inner_smul_left, inner_smul_right, Complex.conj_ofReal,
      h.symH x y, h.symV x y]
  · intro h0
    have hn := trial_norm_sq h t R
    rw [h0, norm_zero] at hn
    have : 0 ≤ ‖t‖ ^ 2 * (1 / R ^ 3) ^ 2 := by positivity
    linarith
```

## A two-level system

Two levels with any nonzero coupling satisfy all the assumptions; the numerical example is the case `d = 2`, `g = 1`.

```lean
/-- The two-level operator with diagonal entries `0`, `d` and off-diagonal entries `g`. -/
def twoLevel (d g : ℝ) : EuclideanSpace ℂ (Fin 2) →ₗ[ℂ] EuclideanSpace ℂ (Fin 2) where
  toFun x := !₂[(g : ℂ) * x 1, (g : ℂ) * x 0 + (d : ℂ) * x 1]
  map_add' x y := by
    ext i
    fin_cases i <;> simp <;> ring
  map_smul' c x := by
    ext i
    fin_cases i <;> simp <;> ring

/-- Two-level operators are symmetric. -/
theorem twoLevel_symmetric (d g : ℝ) : (twoLevel d g).IsSymmetric := by
  intro x y
  simp [twoLevel, PiLp.inner_apply, Fin.sum_univ_two]
  ring

/-- Two levels with energies `0` and `d`, coupled by `g ≠ 0`, meet all the assumptions. -/
theorem setting_witness (d : ℝ) {g : ℝ} (hg : g ≠ 0) :
    Setting (twoLevel d 0) (twoLevel 0 g) !₂[1, 0] !₂[0, 1] 0 ∧
      ⟪(!₂[0, 1] : EuclideanSpace ℂ (Fin 2)), twoLevel 0 g !₂[1, 0]⟫_ℂ ≠ 0 := by
  refine ⟨⟨twoLevel_symmetric d 0, twoLevel_symmetric 0 g, ?_, ?_, ?_, ?_, ?_⟩, ?_⟩
  · ext i
    fin_cases i <;> simp [twoLevel]
  · simp [EuclideanSpace.norm_eq, Fin.sum_univ_two]
  · simp [EuclideanSpace.norm_eq, Fin.sum_univ_two]
  · simp [PiLp.inner_apply, Fin.sum_univ_two]
  · simp [twoLevel, PiLp.inner_apply, Fin.sum_univ_two]
  · simp [twoLevel, PiLp.inner_apply, Fin.sum_univ_two, hg]

end

end LondonTrialState
```

```lean
#print axioms LondonTrialState.exists_attractive_trial
-- 'LondonTrialState.exists_attractive_trial' depends on axioms: [propext, Classical.choice, Quot.sound]
#print axioms LondonTrialState.trial_below_of_gap
-- 'LondonTrialState.trial_below_of_gap' depends on axioms: [propext, Classical.choice, Quot.sound]
#print axioms LondonTrialState.exists_attractive_eigenvalue
-- 'LondonTrialState.exists_attractive_eigenvalue' depends on axioms: [propext, Classical.choice, Quot.sound]
```

## An interaction with higher multipoles

The interaction could also be modelled as $V/R^3+W(R)$, with $W(R)$ of order $R^{-4}$. Then $\langle\psi,W(R)\psi\rangle$ might be positive and outweigh the gain of order $R^{-6}$, so a further hypothesis would be needed, for instance that this expectation value decays faster than $R^{-6}$.
